# The cubic error coefficient of a composed propagation scheme scales with the sum of the cubes of its step fractions

Suppose that, for finite complex matrices, a one-step scheme S(h) approximates the flow exp(hX) with error h³C + O(h⁴) as the real step h tends to zero; with X = −iH (ħ = 1), this flow is quantum time evolution under a time-independent Hamiltonian H. The theorem `composition_error` says that the ordered product of the steps S(cᵢh), for any finite list of real fractions cᵢ, approximates exp(h(Σcᵢ)X) with error h³(Σcᵢ³)C + O(h⁴). The attempt proves this by induction on the list. It rescales the scheme to get the error of the single step S(ch), then joins that step to the rest with `HasCubicError.mul`, which applies because the two generators are multiples of the same X and so commute.

Lean 4 with Mathlib refuses this proof:

```lean
import Mathlib

open Filter Topology Asymptotics
open NormedSpace (exp)
open scoped Matrix.Norms.Operator

namespace CompositionError

noncomputable section

variable {n : Type*} [Fintype n] [DecidableEq n]

/-- The one-step scheme `S` follows the flow `exp (hX)` up to the cubic error `h³ C`,
with a remainder `O(h⁴)` as the real step `h` tends to zero. -/
def HasCubicError (S : ℝ → Matrix n n ℂ) (X C : Matrix n n ℂ) : Prop :=
  (fun h : ℝ => S h - exp (h • X) - h ^ 3 • C) =O[𝓝 0] fun h : ℝ => h ^ 4

/-- The composed step: the ordered product of the steps `S (c h)`, with `c` running
through the list `cs` of step fractions. -/
def compose (S : ℝ → Matrix n n ℂ) (cs : List ℝ) (h : ℝ) : Matrix n n ℂ :=
  (cs.map fun c => S (c * h)).prod

/-- A fixed matrix multiplied by a scalar function `f` of the step is `O(f(h))` as the step `h`
tends to zero. -/
theorem smul_isBigO (f : ℝ → ℝ) (M : Matrix n n ℂ) :
    (fun h => f h • M) =O[𝓝 0] f := by
  refine IsBigO.of_bound ‖M‖ (Eventually.of_forall fun h => ?_)
  rw [norm_smul, mul_comm]

/-- A scheme with cubic error differs from the identity by `O(h)`. -/
theorem HasCubicError.sub_one {S : ℝ → Matrix n n ℂ} {X C : Matrix n n ℂ}
    (hS : HasCubicError S X C) :
    (fun h => S h - 1) =O[𝓝 0] fun h : ℝ => h := by
  have hp : ∀ k : ℕ, (fun h : ℝ => h ^ (k + 1)) =O[𝓝 0] fun h : ℝ => h := fun k =>
    ((isBigO_refl (fun h : ℝ => h) (𝓝 0)).mul
      (((continuous_pow k).tendsto (0 : ℝ)).isBigO_one ℝ)).congr
      (fun h => by ring) (fun h => by ring)
  -- the exact flow is differentiable at zero step
  have hE : (fun h : ℝ => exp (h • X) - 1) =O[𝓝 0] fun h : ℝ => h := by
    have hd := (hasDerivAt_exp_smul_const (𝕂 := ℝ) X 0).differentiableAt.isBigO_sub
    simp only [zero_smul, NormedSpace.exp_zero, sub_zero] at hd
    exact hd
  have h3 := (smul_isBigO (fun h : ℝ => h ^ 3) C).trans (hp 2)
  exact (((IsBigO.trans hS (hp 3)).add h3).add hE).congr_left fun h => by abel

/-- When two schemes with commuting generators are applied in succession, their
generators add and their cubic error coefficients add. -/
theorem HasCubicError.mul {S T : ℝ → Matrix n n ℂ} {X Y C D : Matrix n n ℂ}
    (hS : HasCubicError S X C) (hT : HasCubicError T Y D) (hXY : Commute X Y) :
    HasCubicError (fun h => S h * T h) (X + Y) (C + D) := by
  have bounded : ∀ U : ℝ → Matrix n n ℂ, ((fun h => U h - 1) =O[𝓝 0] fun h : ℝ => h) →
      U =O[𝓝 0] fun _ : ℝ => (1 : ℝ) := fun U hU =>
    ((hU.trans ((continuous_id.tendsto (0 : ℝ)).isBigO_one ℝ)).add
      (isBigO_const_const (1 : Matrix n n ℂ) (one_ne_zero : (1 : ℝ) ≠ 0) (𝓝 0))).congr_left
      fun h => by abel
  have hE : HasCubicError (fun h : ℝ => exp (h • X)) X 0 := by
    simp [HasCubicError, isBigO_zero]
  have key : ∀ s t e f p q : Matrix n n ℂ, (s - e - p) * t + p * (t - 1)
      + e * (t - f - q) + (e - 1) * q = s * t - e * f - (p + q) := by
    intros
    noncomm_ring
  -- each of the four terms is of fourth order
  have h1 : (fun h => (S h - exp (h • X) - h ^ 3 • C) * T h) =O[𝓝 0]
      fun h : ℝ => h ^ 4 :=
    (IsBigO.mul hS (bounded T hT.sub_one)).congr_right fun h => by ring
  have h2 : (fun h => (h ^ 3 • C) * (T h - 1)) =O[𝓝 0] fun h : ℝ => h ^ 4 :=
    ((smul_isBigO (fun h : ℝ => h ^ 3) C).mul hT.sub_one).congr_right fun h => by ring
  have h3 : (fun h => exp (h • X) * (T h - exp (h • Y) - h ^ 3 • D)) =O[𝓝 0]
      fun h : ℝ => h ^ 4 :=
    (IsBigO.mul (bounded _ hE.sub_one) hT).congr_right fun h => by ring
  have h4 : (fun h => (exp (h • X) - 1) * (h ^ 3 • D)) =O[𝓝 0] fun h : ℝ => h ^ 4 :=
    (hE.sub_one.mul (smul_isBigO (fun h : ℝ => h ^ 3) D)).congr_right fun h => by ring
  refine (((h1.add h2).add h3).add h4).congr_left fun h => ?_
  have hexp : exp (h • (X + Y)) = exp (h • X) * exp (h • Y) := by
    rw [smul_add]
    exact Matrix.exp_add_of_commute _ _ ((hXY.smul_left h).smul_right h)
  rw [hexp, smul_add]
  exact key _ _ _ _ _ _

/-- Composing a scheme over any list of step fractions multiplies its generator by the
sum of the fractions and its cubic error coefficient by the sum of their cubes. -/
theorem composition_error {S : ℝ → Matrix n n ℂ} {X C : Matrix n n ℂ}
    (hS : HasCubicError S X C) (cs : List ℝ) :
    HasCubicError (compose S cs) (cs.sum • X) ((cs.map fun c => c ^ 3).sum • C) := by
  induction cs with
  | nil => simp [HasCubicError, compose, isBigO_zero]
  | cons c cs ih =>
    -- a single step of length `c h`
    have hc : HasCubicError (fun h => S (c * h)) (c • X) (c ^ 3 • C) := by
      have ht : Tendsto (fun h : ℝ => c * h) (𝓝 0) (𝓝 0) := by
        simpa using (continuous_const_mul c).tendsto (0 : ℝ)
      have h4 : (fun h : ℝ => (c * h) ^ 4) =O[𝓝 0] fun h : ℝ => h ^ 4 :=
        (isBigO_const_mul_self (c ^ 4) (fun h : ℝ => h ^ 4) (𝓝 0)).congr_left
          fun h => by ring
      refine ((IsBigO.comp_tendsto hS ht).trans h4).congr_left fun h => ?_
      simp only [Function.comp_apply, smul_smul, mul_pow, mul_comm]
    have h := hc.mul ih (((Commute.refl X).smul_left c).smul_right cs.sum)
    simpa only [compose, List.map_cons, List.prod_cons, List.sum_cons, add_smul] using h

end

end CompositionError
```

Messages:

```
Main.lean:98:4: error: Type mismatch: After simplification, term
  h
 has type
  @HasCubicError n inst✝¹ inst✝ (fun h => S (c * h) * (List.map (fun c => S (c * h)) cs).prod) (c • X + cs.sum • X)
    (c ^ 3 • C + (List.map (fun c => c ^ 3) cs).sum • C)
but is expected to have type
  @HasCubicError n inst✝¹ inst✝ (compose S (c :: cs)) (c • X + cs.sum • X)
    (c ^ 3 • C + (List.map (fun c => c ^ 3) cs).sum • C)
```

Cause. The message shows that the generators and error coefficients already agree after simplification, and only the schemes differ. In `h` the composed step has been unfolded to a list product, while in the goal `compose S (c :: cs)` is still folded.

The definition of `compose` takes the step `h` as its last argument, and `simp only [compose]` unfolds it only where that argument is supplied. This is so inside the function in `h`, but the goal has `compose S (c :: cs)` as a function not yet applied to a step. `List.map_cons` and `List.prod_cons` therefore have no product there to split.

The repair proves the missing equality of functions as `hf`. `funext h` supplies the step, after which `simp [compose]` can unfold both sides and split off the first factor. Rewriting with `hf` gives the goal the scheme that `h` has. The remaining rewrites split the two sums and distribute them over `X` and `C`, work the old `simpa` already did, and `exact h` closes the goal.

Fix (accepted with no message):

```diff
@@ -96,5 +96,9 @@
       simp only [Function.comp_apply, smul_smul, mul_pow, mul_comm]
     have h := hc.mul ih (((Commute.refl X).smul_left c).smul_right cs.sum)
-    simpa only [compose, List.map_cons, List.prod_cons, List.sum_cons, add_smul] using h
+    have hf : compose S (c :: cs) = fun h => S (c * h) * compose S cs h := by
+      funext h
+      simp [compose]
+    rw [hf, List.map_cons, List.sum_cons, List.sum_cons, add_smul, add_smul]
+    exact h
 
 end
```
